# The inverse squares of the half-odd integers n + 1/2, n ≥ 0, sum to π²/2

The declaration states that the series of 1/(n + 1/2)², taken over all natural numbers n from zero, converges to π²/2. It is a statement about a real series alone, with no Hamiltonian, temperature or other physical parameter in it. The attempt starts from the known sum π²/6 of the inverse squares, in which Lean counts the term at n = 0 as zero. It takes away the even terms, which sum to π²/24, and multiplies the remaining odd terms by four.

As first written in Lean, the proof fails:

```lean
import Mathlib

open Filter Topology Set
open scoped Real

namespace HasSumInvSqHalfOdd

noncomputable section

/-- The inverse squares of the half-odd integers `n + 1/2`, `n ≥ 0`, add up to `π² / 2`. -/
theorem hasSum_inv_sq_half_odd :
    HasSum (fun n : ℕ => 1 / ((n : ℝ) + 1 / 2) ^ 2) (π ^ 2 / 2) := by
  have h := hasSum_zeta_two
  -- the even terms carry a quarter of the full sum
  have he : HasSum (fun k : ℕ => (1 : ℝ) / ((2 * k : ℕ) : ℝ) ^ 2) (π ^ 2 / 24) := by
    convert h.mul_left (1 / 4) using 1
    · funext k
      push_cast
      ring
    · ring
  have ho : Summable (fun k : ℕ => (1 : ℝ) / ((2 * k + 1 : ℕ) : ℝ) ^ 2) :=
    h.summable.comp_injective (i := fun k : ℕ => 2 * k + 1) (fun a b hab => by
      have h' : 2 * a + 1 = 2 * b + 1 := hab
      omega)
  have hs := HasSum.even_add_odd (f := fun n : ℕ => (1 : ℝ) / (n : ℝ) ^ 2) he ho.hasSum
  have hv := hs.unique h
  -- the odd terms are the wanted ones up to a factor of four
  have hk : ∀ k : ℕ, 1 / ((k : ℝ) + 1 / 2) ^ 2 = 4 * (1 / ((2 * k + 1 : ℕ) : ℝ) ^ 2) := by
    intro k
    have h1 : ((2 * k + 1 : ℕ) : ℝ) = 2 * ((k : ℝ) + 1 / 2) := by
      push_cast
      ring
    rw [h1]
    generalize (k : ℝ) + 1 / 2 = a
    ring
  convert ho.hasSum.mul_left 4 using 1
  · funext k
    exact hk k
  · linarith

end

end HasSumInvSqHalfOdd
```

Compiling this gives:

```
Main.lean:17:6: error: Tactic `apply` failed: could not unify the conclusion of `@funext`
  ?f = ?g
with the goal
  Real.instAddCommMonoid =
    CommRing.toNonUnitalCommRing.toNonUnitalNonAssocCommRing.toNonUnitalNonAssocSemiring.toAddCommMonoid

Note: The full type of `@funext` is
  ∀ {α : Sort ?u.93} {β : α → Sort ?u.92} {f g : (x : α) → β x}, (∀ (x : α), f x = g x) → f = g

case e'_3
h : HasSum (fun n => 1 / ↑n ^ 2) (π ^ 2 / 6)
⊢ Real.instAddCommMonoid =
    CommRing.toNonUnitalCommRing.toNonUnitalNonAssocCommRing.toNonUnitalNonAssocSemiring.toAddCommMonoid
Try this:
  [apply] ring_nf
  
  The `ring` tactic failed to close the goal. Use `ring_nf` to obtain a normal form.
    
  Note that `ring` works primarily in *commutative* rings. If you have a noncommutative ring, abelian group or module, consider using `noncomm_ring`, `abel` or `module` instead.
Main.lean:20:4: error: unsolved goals
case e'_5
h : HasSum (fun n => 1 / ↑n ^ 2) (π ^ 2 / 6)
⊢ (fun k => (↑(k * 2))⁻¹ ^ 2) = fun i => (↑i)⁻¹ ^ 2 * (1 / 4)
Main.lean:15:82: error: unsolved goals
case e'_6
h : HasSum (fun n => 1 / ↑n ^ 2) (π ^ 2 / 6)
⊢ π ^ 2 / 24 = 1 / 4 * (π ^ 2 / 6)
Main.lean:37:4: error: Tactic `apply` failed: could not unify the conclusion of `@funext`
  ?f = ?g
with the goal
  Real.instAddCommMonoid =
    CommRing.toNonUnitalCommRing.toNonUnitalNonAssocCommRing.toNonUnitalNonAssocSemiring.toAddCommMonoid

Note: The full type of `@funext` is
  ∀ {α : Sort ?u.290} {β : α → Sort ?u.289} {f g : (x : α) → β x}, (∀ (x : α), f x = g x) → f = g

case e'_3
h : HasSum (fun n => 1 / ↑n ^ 2) (π ^ 2 / 6)
he : HasSum (fun k => 1 / ↑(2 * k) ^ 2) (π ^ 2 / 24)
ho : Summable fun k => 1 / ↑(2 * k + 1) ^ 2
hs : HasSum (fun n => 1 / ↑n ^ 2) (π ^ 2 / 24 + ∑' (b : ℕ), 1 / ↑(2 * b + 1) ^ 2)
hv : π ^ 2 / 24 + ∑' (b : ℕ), 1 / ↑(2 * b + 1) ^ 2 = π ^ 2 / 6
hk : ∀ (k : ℕ), 1 / (↑k + 1 / 2) ^ 2 = 4 * (1 / ↑(2 * k + 1) ^ 2)
⊢ Real.instAddCommMonoid =
    CommRing.toNonUnitalCommRing.toNonUnitalNonAssocCommRing.toNonUnitalNonAssocSemiring.toAddCommMonoid
Main.lean:39:4: error: linarith failed to find a contradiction
case e'_5
h : HasSum (fun n => 1 / ↑n ^ 2) (π ^ 2 / 6)
he : HasSum (fun k => 1 / ↑(2 * k) ^ 2) (π ^ 2 / 24)
ho : Summable fun k => 1 / ↑(2 * k + 1) ^ 2
hs : HasSum (fun n => 1 / ↑n ^ 2) (π ^ 2 / 24 + ∑' (b : ℕ), 1 / ↑(2 * b + 1) ^ 2)
hv : π ^ 2 / 24 + ∑' (b : ℕ), 1 / ↑(2 * b + 1) ^ 2 = π ^ 2 / 6
hk : ∀ (k : ℕ), 1 / (↑k + 1 / 2) ^ 2 = 4 * (1 / ↑(2 * k + 1) ^ 2)
⊢ False
failed
Main.lean:12:67: error: unsolved goals
case e'_6
h : HasSum (fun n => 1 / ↑n ^ 2) (π ^ 2 / 6)
he : HasSum (fun k => 1 / ↑(2 * k) ^ 2) (π ^ 2 / 24)
ho : Summable fun k => 1 / ↑(2 * k + 1) ^ 2
hs : HasSum (fun n => 1 / ↑n ^ 2) (π ^ 2 / 24 + ∑' (b : ℕ), 1 / ↑(2 * b + 1) ^ 2)
hv : π ^ 2 / 24 + ∑' (b : ℕ), 1 / ↑(2 * b + 1) ^ 2 = π ^ 2 / 6
hk : ∀ (k : ℕ), 1 / (↑k + 1 / 2) ^ 2 = 4 * (1 / ↑(2 * k + 1) ^ 2)
⊢ π ^ 2 / 2 = 4 * ∑' (b : ℕ), 1 / ↑(2 * b + 1) ^ 2
```

Cause. Both uses of `convert … using 1` left three goals where the proof had bullets for two. The extra one, which came first, asks that two expressions for the additive structure on the reals be equal. So `funext k` met an equation between instances instead of functions, and failed. The second bullet then got the equation between functions: `ring` could not close it in the first case, nor `linarith` in the second. The equation between the values of the sums was left with no bullet, hence the "unsolved goals" errors at `he` and at the theorem itself.

The repair does without `convert`. The terms are rewritten by `funext hq` and `funext hk`, and the values by an equation proved with `ring` and by `hv4`, which `linarith` gets from `hv`. The goals then have the form that `mul_left` gives, and `exact` accepts it, since it checks the two instances by unfolding definitions and leaves no separate goal for them.

This version goes through:

```diff
@@ -14,9 +14,10 @@
   -- the even terms carry a quarter of the full sum
   have he : HasSum (fun k : ℕ => (1 : ℝ) / ((2 * k : ℕ) : ℝ) ^ 2) (π ^ 2 / 24) := by
-    convert h.mul_left (1 / 4) using 1
-    · funext k
+    have hq : ∀ k : ℕ, (1 : ℝ) / ((2 * k : ℕ) : ℝ) ^ 2 = 1 / 4 * (1 / (k : ℝ) ^ 2) := by
+      intro k
       push_cast
       ring
-    · ring
+    rw [funext hq, show π ^ 2 / 24 = 1 / 4 * (π ^ 2 / 6) by ring]
+    exact h.mul_left (1 / 4)
   have ho : Summable (fun k : ℕ => (1 : ℝ) / ((2 * k + 1 : ℕ) : ℝ) ^ 2) :=
     h.summable.comp_injective (i := fun k : ℕ => 2 * k + 1) (fun a b hab => by
@@ -34,8 +35,8 @@
     generalize (k : ℝ) + 1 / 2 = a
     ring
-  convert ho.hasSum.mul_left 4 using 1
-  · funext k
-    exact hk k
-  · linarith
+  have hv4 : 4 * ∑' k : ℕ, (1 : ℝ) / ((2 * k + 1 : ℕ) : ℝ) ^ 2 = π ^ 2 / 2 := by
+    linarith
+  rw [funext hk, ← hv4]
+  exact ho.hasSum.mul_left 4
 
 end
```
